# Completing the square in the energy form of a finite two-block matrix, at a level above the spectrum of one block

The theorem `complete_square` concerns a finite complex matrix H with diagonal blocks A and D and off-diagonal blocks B and B†, and a real level L for which L − D is positive definite, so that D is Hermitian with all its eigenvalues below L; A need not be Hermitian. For any vectors u and y, it says that Re⟨(u, y), H(u, y)⟩ − L(‖u‖² + ‖y‖²) equals Re⟨u, Ku⟩ − Re⟨y − s, (L − D)(y − s)⟩, where K = A − L + B(L − D)⁻¹B† and s = (L − D)⁻¹B†u. The vectors are unnormalised; when (u, y) is nonzero, dividing the left side by ‖u‖² + ‖y‖² gives the real part of the normalised expectation value of H, less L. The attempt expands the three quadratic forms into inner products, rewrites the squared norms as real parts of ⟨u, u⟩ and ⟨y, y⟩, and leaves the remaining algebra to `ring`.

This version doesn't compile in Lean 4 with Mathlib:

```lean
import Mathlib

open Matrix
open scoped ComplexOrder

namespace CompleteSquare

noncomputable section

variable {m n : Type*} [Fintype m] [Fintype n] [DecidableEq m] [DecidableEq n]

/-- The squared norm of a complex vector. -/
def weight {k : Type*} [Fintype k] (v : k → ℂ) : ℝ := ∑ i, ‖v i‖ ^ 2

/-- The real part of the quadratic form `⟨v, M v⟩`. -/
def expect {k : Type*} [Fintype k] (M : Matrix k k ℂ) (v : k → ℂ) : ℝ :=
  (star v ⬝ᵥ M *ᵥ v).re

/-- The matrix `L - D`. -/
def gap (D : Matrix n n ℂ) (L : ℝ) : Matrix n n ℂ := (L : ℂ) • 1 - D

/-- The Schur complement `K = A - L + B (L - D)⁻¹ B†`, for invertible `L - D`. -/
def schur (A : Matrix m m ℂ) (B : Matrix m n ℂ) (D : Matrix n n ℂ) (L : ℝ) : Matrix m m ℂ :=
  A - (L : ℂ) • 1 + B * (gap D L)⁻¹ * Bᴴ

/-- The small component `(L - D)⁻¹ B† u` belonging to `u`, for invertible `L - D`. -/
def small (B : Matrix m n ℂ) (D : Matrix n n ℂ) (L : ℝ) (u : m → ℂ) : n → ℂ :=
  (gap D L)⁻¹ *ᵥ (Bᴴ *ᵥ u)

variable {A : Matrix m m ℂ} {B : Matrix m n ℂ} {D : Matrix n n ℂ} {L : ℝ}

/-- The real part of `⟨v, v⟩` is the squared norm of `v`. -/
theorem re_dotProduct_self {k : Type*} [Fintype k] (v : k → ℂ) :
    (star v ⬝ᵥ v).re = weight v := by
  simp only [dotProduct, weight, Complex.re_sum]
  refine Finset.sum_congr rfl fun i _ => ?_
  have h : star v i * v i = ((‖v i‖ ^ 2 : ℝ) : ℂ) := by
    push_cast
    exact Complex.conj_mul' (v i)
  rw [h, Complex.ofReal_re]

/-- Completing the square: if `L - D` is positive definite, the form of `H - L` at `(u, y)` is
that of `K` at `u` minus that of `L - D` at the deviation of `y` from `(L - D)⁻¹ B† u`. -/
theorem complete_square (hG : (gap D L).PosDef) (u : m → ℂ) (y : n → ℂ) :
    expect (fromBlocks A B Bᴴ D) (Sum.elim u y) - L * (weight u + weight y)
      = expect (schur A B D L) u - expect (gap D L) (y - small B D L u) := by
  have hy0 : gap D L *ᵥ small B D L u = Bᴴ *ᵥ u := by
    rw [small, mulVec_mulVec,
      mul_nonsing_inv _ ((Matrix.isUnit_iff_isUnit_det _).1 hG.isUnit), one_mulVec]
  -- moving `L - D` to the left slot turns the small component into `B† u`
  have hF (z : n → ℂ) : star (small B D L u) ⬝ᵥ gap D L *ᵥ z = star u ⬝ᵥ B *ᵥ z := by
    calc star (small B D L u) ⬝ᵥ gap D L *ᵥ z
        = star (gap D L *ᵥ small B D L u) ⬝ᵥ z := by
          rw [star_mulVec, hG.1.eq, dotProduct_mulVec]
      _ = star (Bᴴ *ᵥ u) ⬝ᵥ z := by rw [hy0]
      _ = star u ⬝ᵥ B *ᵥ z := by
          rw [star_mulVec, conjTranspose_conjTranspose, dotProduct_mulVec]
  have hw {k : Type _} [Fintype k] (v : k → ℂ) : (star v ⬝ᵥ v).re = weight v := by
    simp only [dotProduct, weight, Complex.re_sum]
    refine Finset.sum_congr rfl fun i _ => ?_
    have h : star v i * v i = ((‖v i‖ ^ 2 : ℝ) : ℂ) := by
      push_cast
      exact Complex.conj_mul' (v i)
    rw [h, Complex.ofReal_re]
  have hH : star (Sum.elim u y) ⬝ᵥ fromBlocks A B Bᴴ D *ᵥ Sum.elim u y
      = star u ⬝ᵥ A *ᵥ u + star u ⬝ᵥ B *ᵥ y + (star y ⬝ᵥ Bᴴ *ᵥ u + star y ⬝ᵥ D *ᵥ y) := by
    rw [fromBlocks_mulVec, Sum.elim_comp_inl, Sum.elim_comp_inr, ← dotProduct_add,
      ← dotProduct_add]
    simp [dotProduct, Fintype.sum_sum_type]
  have hK : star u ⬝ᵥ schur A B D L *ᵥ u
      = star u ⬝ᵥ A *ᵥ u - L * (star u ⬝ᵥ u) + star u ⬝ᵥ B *ᵥ small B D L u := by
    rw [schur, add_mulVec, sub_mulVec, smul_mulVec, one_mulVec, small, mulVec_mulVec,
      mulVec_mulVec, dotProduct_add, dotProduct_sub, dotProduct_smul, smul_eq_mul,
      Matrix.mul_assoc]
  have hGy : star y ⬝ᵥ gap D L *ᵥ y = L * (star y ⬝ᵥ y) - star y ⬝ᵥ D *ᵥ y := by
    rw [gap, sub_mulVec, smul_mulVec, one_mulVec, dotProduct_sub, dotProduct_smul, smul_eq_mul]
  have hS : star (y - small B D L u) ⬝ᵥ gap D L *ᵥ (y - small B D L u)
      = L * (star y ⬝ᵥ y) - star y ⬝ᵥ D *ᵥ y - star y ⬝ᵥ Bᴴ *ᵥ u
        - (star u ⬝ᵥ B *ᵥ y - star u ⬝ᵥ B *ᵥ small B D L u) := by
    rw [star_sub, sub_dotProduct, mulVec_sub, dotProduct_sub, dotProduct_sub, hF, hF, hy0, hGy]
  rw [expect, expect, expect, hH, hK, hS, ← hw u, ← hw y]
  simp only [Complex.add_re, Complex.sub_re, Complex.re_ofReal_mul]
  ring

end

end CompleteSquare
```

The compiler's answer:

```
Main.lean:81:50: error: Tactic `rewrite` failed: Did not find an occurrence of the pattern
  weight ?m.983
in the target expression
  (star u ⬝ᵥ A *ᵥ u + star u ⬝ᵥ B *ᵥ y + (star y ⬝ᵥ Bᴴ *ᵥ u + star y ⬝ᵥ D *ᵥ y)).re -
      L * ((star u ⬝ᵥ u).re + weight y) =
    (star u ⬝ᵥ A *ᵥ u - ↑L * star u ⬝ᵥ u + star u ⬝ᵥ B *ᵥ small B D L u).re -
      (↑L * star y ⬝ᵥ y - star y ⬝ᵥ D *ᵥ y - star y ⬝ᵥ Bᴴ *ᵥ u - (star u ⬝ᵥ B *ᵥ y - star u ⬝ᵥ B *ᵥ small B D L u)).re

m : Type u_1
n : Type u_2
inst✝³ : Fintype m
inst✝² : Fintype n
inst✝¹ : DecidableEq m
inst✝ : DecidableEq n
A : Matrix m m ℂ
B : Matrix m n ℂ
D : Matrix n n ℂ
L : ℝ
hG : (gap D L).PosDef
u : m → ℂ
y : n → ℂ
hy0 : gap D L *ᵥ small B D L u = Bᴴ *ᵥ u
hF : ∀ (z : n → ℂ), star (small B D L u) ⬝ᵥ gap D L *ᵥ z = star u ⬝ᵥ B *ᵥ z
hw : ∀ {k : Type u_1} [inst : Fintype k] (v : k → ℂ), (star v ⬝ᵥ v).re = weight v
hH :
  star (u ⊕ᵥ y) ⬝ᵥ fromBlocks A B Bᴴ D *ᵥ (u ⊕ᵥ y) =
    star u ⬝ᵥ A *ᵥ u + star u ⬝ᵥ B *ᵥ y + (star y ⬝ᵥ Bᴴ *ᵥ u + star y ⬝ᵥ D *ᵥ y)
hK : star u ⬝ᵥ schur A B D L *ᵥ u = star u ⬝ᵥ A *ᵥ u - ↑L * star u ⬝ᵥ u + star u ⬝ᵥ B *ᵥ small B D L u
hGy : star y ⬝ᵥ gap D L *ᵥ y = ↑L * star y ⬝ᵥ y - star y ⬝ᵥ D *ᵥ y
hS :
  star (y - small B D L u) ⬝ᵥ gap D L *ᵥ (y - small B D L u) =
    ↑L * star y ⬝ᵥ y - star y ⬝ᵥ D *ᵥ y - star y ⬝ᵥ Bᴴ *ᵥ u - (star u ⬝ᵥ B *ᵥ y - star u ⬝ᵥ B *ᵥ small B D L u)
⊢ (star u ⬝ᵥ A *ᵥ u + star u ⬝ᵥ B *ᵥ y + (star y ⬝ᵥ Bᴴ *ᵥ u + star y ⬝ᵥ D *ᵥ y)).re -
      L * ((star u ⬝ᵥ u).re + weight y) =
    (star u ⬝ᵥ A *ᵥ u - ↑L * star u ⬝ᵥ u + star u ⬝ᵥ B *ᵥ small B D L u).re -
      (↑L * star y ⬝ᵥ y - star y ⬝ᵥ D *ᵥ y - star y ⬝ᵥ Bᴴ *ᵥ u - (star u ⬝ᵥ B *ᵥ y - star u ⬝ᵥ B *ᵥ small B D L u)).re
```

Diagnosis. The one error is at `← hw y`, the last rewrite, which finds no instance of its pattern although `weight y` stands in the goal. The trouble is a universe level. `hw` is a local hypothesis, and while it holds for every type `k` in its universe, it can't be used at several universe levels as a theorem can. The `_` in `Type _` stands for a single level, which the message shows as `u_1`, the level of `m`. So `← hw u` works, but `y` is indexed by `n`, which lies in `Type u_2`, and a `weight` over a type in `Type u_1` doesn't match `weight y`.

The repair drops `hw` and uses `re_dotProduct_self`, a theorem already in the file with the same content. Being a top-level declaration, it is universe-polymorphic, and each use takes its own level, `u_1` for `u` and `u_2` for `y`.

The other changes are tidying: the `calc` in `hF` becomes a shorter rewrite through `e`, and the steps of `hS` move into the final `rw`.

This version goes through:

```diff
@@ -50,17 +50,7 @@
   -- moving `L - D` to the left slot turns the small component into `B† u`
   have hF (z : n → ℂ) : star (small B D L u) ⬝ᵥ gap D L *ᵥ z = star u ⬝ᵥ B *ᵥ z := by
-    calc star (small B D L u) ⬝ᵥ gap D L *ᵥ z
-        = star (gap D L *ᵥ small B D L u) ⬝ᵥ z := by
-          rw [star_mulVec, hG.1.eq, dotProduct_mulVec]
-      _ = star (Bᴴ *ᵥ u) ⬝ᵥ z := by rw [hy0]
-      _ = star u ⬝ᵥ B *ᵥ z := by
-          rw [star_mulVec, conjTranspose_conjTranspose, dotProduct_mulVec]
-  have hw {k : Type _} [Fintype k] (v : k → ℂ) : (star v ⬝ᵥ v).re = weight v := by
-    simp only [dotProduct, weight, Complex.re_sum]
-    refine Finset.sum_congr rfl fun i _ => ?_
-    have h : star v i * v i = ((‖v i‖ ^ 2 : ℝ) : ℂ) := by
-      push_cast
-      exact Complex.conj_mul' (v i)
-    rw [h, Complex.ofReal_re]
+    have e : star (gap D L *ᵥ small B D L u) ⬝ᵥ z = star (small B D L u) ⬝ᵥ gap D L *ᵥ z := by
+      rw [star_mulVec, hG.1.eq, dotProduct_mulVec]
+    rw [← e, hy0, star_mulVec, conjTranspose_conjTranspose, dotProduct_mulVec]
   have hH : star (Sum.elim u y) ⬝ᵥ fromBlocks A B Bᴴ D *ᵥ Sum.elim u y
       = star u ⬝ᵥ A *ᵥ u + star u ⬝ᵥ B *ᵥ y + (star y ⬝ᵥ Bᴴ *ᵥ u + star y ⬝ᵥ D *ᵥ y) := by
@@ -75,9 +65,6 @@
   have hGy : star y ⬝ᵥ gap D L *ᵥ y = L * (star y ⬝ᵥ y) - star y ⬝ᵥ D *ᵥ y := by
     rw [gap, sub_mulVec, smul_mulVec, one_mulVec, dotProduct_sub, dotProduct_smul, smul_eq_mul]
-  have hS : star (y - small B D L u) ⬝ᵥ gap D L *ᵥ (y - small B D L u)
-      = L * (star y ⬝ᵥ y) - star y ⬝ᵥ D *ᵥ y - star y ⬝ᵥ Bᴴ *ᵥ u
-        - (star u ⬝ᵥ B *ᵥ y - star u ⬝ᵥ B *ᵥ small B D L u) := by
-    rw [star_sub, sub_dotProduct, mulVec_sub, dotProduct_sub, dotProduct_sub, hF, hF, hy0, hGy]
-  rw [expect, expect, expect, hH, hK, hS, ← hw u, ← hw y]
+  rw [expect, expect, expect, hH, hK, star_sub, sub_dotProduct, mulVec_sub, dotProduct_sub,
+    dotProduct_sub, hF, hF, hy0, hGy, ← re_dotProduct_self u, ← re_dotProduct_self y]
   simp only [Complex.add_re, Complex.sub_re, Complex.re_ofReal_mul]
   ring
```
